# Fixed-point force sums with wraparound: order independence, and an error of at most $nd/2$ when the integer total fits the register

In a parallel molecular dynamics step, the force on an atom is accumulated from many contributions, and thread scheduling can change the order in which they arrive. Floating-point addition is not associative, so the total may differ between runs. If each contribution is first rounded to an integer multiple of a fixed resolution $d>0$, the additions become integer additions, and the order no longer matters. For a single force component with exact real inputs, the results below bound the error of such a sum and say when an integer register of finite range returns it correctly.

```lean
import Mathlib

namespace FixedPointForceAccumulation

noncomputable section
```

## Rounding, register and readout

Let $f_1,\dots,f_n$ be the contributions to one Cartesian component of the force. Each is replaced by the integer

$$q(f)=\operatorname{round}(f/d),$$

where ties go upwards, so $1/2$ becomes $1$ and $-1/2$ becomes $0$. The inputs are real numbers, and the division by $d$ is exact.

```lean
/-- The integer nearest to the force `f` measured in units of the resolution `d`. -/
def quantize (d f : ℝ) : ℤ := round (f / d)
```

The true integer sum, which no register has yet truncated, is $S=\sum_i q(f_i)$. In Lean the forces form a list `l`, and $S$ is `quantSum d l`.

```lean
/-- The sum, without any wraparound, of the rounded forces. -/
def quantSum (d : ℝ) (l : List ℝ) : ℤ := (l.map (quantize d)).sum
```

The register holds integers modulo $M$; a 64-bit word has $M=2^{64}$. Adding a force changes the content $a$ to $(a+q(f)) \bmod M$, with the result in $[0,M)$ for $M>0$. A two's-complement machine labels the same residue classes by signed integers.

```lean
/-- One update of the register: add the rounded force and reduce modulo `M`. -/
def addForce (M : ℤ) (d : ℝ) (a : ℤ) (f : ℝ) : ℤ := (a + quantize d f) % M
```

The register starts at zero and takes the forces one at a time, so wraparound can occur at every addition.

```lean
/-- The register after the forces in the list have been added one by one, starting at zero. -/
def register (M : ℤ) (d : ℝ) (l : List ℝ) : ℤ := l.foldl (addForce M d) 0
```

To recover a signed total, the residue is shifted into an interval centred on zero. With $h=\lfloor M/2\rfloor$, the centred residue of $a$ is

$$c(a)=\bigl((a+h)\bmod M\bigr)-h.$$

Lean's `M / 2` is integer division, so the definition also covers odd $M$.

```lean
/-- The centred residue of `a` modulo `M`. -/
def centred (M a : ℤ) : ℤ := (a + M / 2) % M - M / 2
```

The decoded force is $d$ times the centred residue of the final register. This multiplication is exact too: the model includes no rounding on conversion back to floating point.

```lean
/-- The total force decoded from the register. -/
def readout (M : ℤ) (d : ℝ) (l : List ℝ) : ℝ := d * (centred M (register M d l) : ℝ)
```

## The rounding error of the sum

Put $x=f/d$. Rounding to the nearest integer gives $|x-\operatorname{round}(x)|\le 1/2$, and multiplication by $d$ gives

$$|d\,q(f)-f|\le d/2 .$$

The proof takes the first inequality from `abs_sub_round`, splits the absolute values into two-sided bounds and multiplies these by $d$.

```lean
/-- Rounding one force to the grid of spacing `d` changes it by at most `d / 2`. -/
theorem quantize_error {d : ℝ} (hd : 0 < d) (f : ℝ) :
    |d * (quantize d f : ℝ) - f| ≤ d / 2 := by
  have h := abs_sub_round (f / d)
  have hf : d * (f / d) = f := by field_simp
  unfold quantize
  generalize f / d = x at h hf ⊢
  rw [abs_le] at h ⊢
  constructor <;>
    nlinarith [mul_le_mul_of_nonneg_left h.1 hd.le, mul_le_mul_of_nonneg_left h.2 hd.le]
```

One more force adds its own integer to the sum.

```lean
/-- Including one more force adds its rounded value to the integer sum. -/
theorem quantSum_cons (d f : ℝ) (l : List ℝ) :
    quantSum d (f :: l) = quantize d f + quantSum d l := by
  simp [quantSum]
```

Write $F=\sum_i f_i$ for the exact total. The errors add, and the triangle inequality gives

$$|dS-F|=\Bigl|\sum_i\bigl(d\,q(f_i)-f_i\bigr)\Bigr|\le n\,\frac d2 .$$

Lean does this by induction on the list: the empty list has zero error, and each further force contributes at most $d/2$.

```lean
/-- The rounding errors of `n` forces add up to at most `n d / 2`. -/
theorem quantSum_error {d : ℝ} (hd : 0 < d) (l : List ℝ) :
    |d * (quantSum d l : ℝ) - l.sum| ≤ l.length * (d / 2) := by
  induction l with
  | nil => simp [quantSum]
  | cons f l ih =>
    have h := quantize_error hd f
    rw [quantSum_cons, List.sum_cons, List.length_cons]
    push_cast
    rw [abs_le] at h ih ⊢
    constructor <;> nlinarith [h.1, h.2, ih.1, ih.2]
```

## Wraparound at intermediate steps

Reducing early does not change the final residue, because

$$\bigl((a\bmod M)+q\bigr)\bmod M=(a+q)\bmod M .$$

Applied after each addition, this shows that the final register is $S\bmod M$. Partial sums may therefore leave the range of the register any number of times. The induction needs the statement for an arbitrary initial content $a\bmod M$, since the register is no longer zero after the first force; `key` is that general statement, and $a=0$ gives the theorem.

```lean
/-- Reducing modulo `M` after every addition gives the same register as reducing the
complete integer sum once. -/
theorem wrappedSum_eq (M : ℤ) (d : ℝ) (l : List ℝ) :
    register M d l = quantSum d l % M := by
  -- the statement for an arbitrary initial register content
  have key : ∀ (l : List ℝ) (a : ℤ),
      l.foldl (addForce M d) (a % M) = (a + quantSum d l) % M := by
    intro l
    induction l with
    | nil => intro a; simp [quantSum]
    | cons f l ih =>
      intro a
      have h : addForce M d (a % M) f = (a + quantize d f) % M := by
        unfold addForce
        rw [Int.emod_add_emod]
      rw [List.foldl_cons, h, ih, quantSum_cons, add_assoc]
  have h0 := key l 0
  rw [Int.zero_emod, zero_add] at h0
  exact h0
```

The same identity covers a force list divided between two threads. If the blocks have integer sums $S_1$ and $S_2$, then

$$(S_1+S_2)\bmod M=\bigl((S_1\bmod M)+(S_2\bmod M)\bigr)\bmod M,$$

so one modular addition merges their registers.

```lean
/-- Registers filled separately from two blocks of forces can be merged by one modular
addition. -/
theorem merge_blocks (M : ℤ) (d : ℝ) (l₁ l₂ : List ℝ) :
    register M d (l₁ ++ l₂) = (register M d l₁ + register M d l₂) % M := by
  have h : quantSum d (l₁ ++ l₂) = quantSum d l₁ + quantSum d l₂ := by
    simp [quantSum]
  rw [wrappedSum_eq, wrappedSum_eq, wrappedSum_eq, h]
  exact Int.add_emod _ _ _
```

## When the decoded integer is the true one

The readout equals $dS$ exactly when $c(S)=S$, that is, when $(S+h)\bmod M=S+h$. For $M>0$ this means $0\le S+h<M$, which for even and odd $M$ alike is

$$-M\le 2S<M .$$

The range condition is thus necessary as well as sufficient for recovering $dS$. In the proof, the factor $d\neq0$ is cancelled and the register is replaced by $S\bmod M$. The forward direction uses the fact that a residue lies in $[0,M)$; the reverse direction uses the fact that a number already in $[0,M)$ is its own residue. `omega` handles the integer halves.

```lean
/-- The decoded total is the rounded forces' true sum times `d` exactly when that integer
sum lies in `[-M/2, M/2)`. -/
theorem readout_eq_iff {M : ℤ} {d : ℝ} (hM : 0 < M) (hd : 0 < d) (l : List ℝ) :
    readout M d l = d * (quantSum d l : ℝ) ↔
      -M ≤ 2 * quantSum d l ∧ 2 * quantSum d l < M := by
  unfold readout
  rw [mul_right_inj' hd.ne', Int.cast_inj, wrappedSum_eq]
  unfold centred
  rw [Int.emod_add_emod]
  generalize quantSum d l = s
  constructor
  · intro h
    have h1 := Int.emod_nonneg (s + M / 2) hM.ne'
    have h2 := Int.emod_lt_of_pos (s + M / 2) hM
    constructor <;> omega
  · rintro ⟨h1, h2⟩
    -- the shifted sum already lies in `[0, M)`
    rw [Int.emod_eq_of_lt (by omega) (by omega)]
    omega
```

## Order independence and accuracy together

Let `l'` be a reordering of `l`, expressed by `List.Perm l' l`. Both lists have the same $S$, hence the same register and the same readout; this part of the argument does not use the range condition. If also $-M\le 2S<M$, the readout is $dS$, and the rounding estimate gives

$$|dS-F|\le n\,d/2 .$$

The theorem states both conclusions for every reordering. Its hypotheses `hlo` and `hhi` are the range condition, which stands for a register wide enough to hold the final total, and they already force $M>0$.

```lean
/-- Fixed-point force accumulation: if the integer sum of the rounded forces lies in
`[-M/2, M/2)`, every ordering of the `n` forces gives the same decoded total, and this total
is within `n d / 2` of the exact force sum. -/
theorem readout_order_independent_and_accurate {M : ℤ} {d : ℝ} (hd : 0 < d)
    {l l' : List ℝ} (hp : List.Perm l' l)
    (hlo : -M ≤ 2 * quantSum d l) (hhi : 2 * quantSum d l < M) :
    readout M d l' = readout M d l ∧
      |readout M d l' - l.sum| ≤ l.length * (d / 2) := by
  have hS : quantSum d l' = quantSum d l := (hp.map (quantize d)).sum_eq
  have hR : readout M d l' = readout M d l := by
    unfold readout
    rw [wrappedSum_eq, wrappedSum_eq, hS]
  refine ⟨hR, ?_⟩
  rw [hR, (readout_eq_iff (by omega) hd l).2 ⟨hlo, hhi⟩]
  exact quantSum_error hd l
```

## A condition on the physical total force

The range condition refers to rounded integers, but a bound on the exact total $F$ is enough. If $2|F|+nd<Md$, then

$$2d|S|\le 2|F|+2|dS-F|\le 2|F|+nd<Md,$$

so $2|S|<M$. Large contributions that nearly cancel are therefore allowed, provided that the conversion of each one to an integer is itself correct modulo $M$; a conversion that saturates at the largest representable integer does not fit the model. The proof derives the two bounds on $S$ over the reals, transfers them to the integers and applies the previous theorem with the list in its original order.

```lean
/-- If the exact total force `F` of `n` forces satisfies `2 |F| + n d < M d`, the decoded
total is within `n d / 2` of `F`. -/
theorem readout_accurate_of_total_force {M : ℤ} {d : ℝ} (hd : 0 < d) (l : List ℝ)
    (h : 2 * |l.sum| + l.length * d < M * d) :
    |readout M d l - l.sum| ≤ l.length * (d / 2) := by
  have he := abs_le.1 (quantSum_error hd l)
  have h1 := le_abs_self l.sum
  have h2 := neg_abs_le l.sum
  -- the bound on the total force keeps the integer sum in range
  have hhi : 2 * (quantSum d l : ℝ) < (M : ℝ) := by
    refine lt_of_mul_lt_mul_right ?_ hd.le
    linarith [he.1, he.2]
  have hlo : -(M : ℝ) < 2 * (quantSum d l : ℝ) := by
    refine lt_of_mul_lt_mul_right ?_ hd.le
    linarith [he.1, he.2]
  have hhi' : 2 * quantSum d l < M := by exact_mod_cast hhi
  have hlo' : -M < 2 * quantSum d l := by exact_mod_cast hlo
  exact (readout_order_independent_and_accurate hd (List.Perm.refl l) hlo'.le hhi').2
```

## Forces that attain the bound

Take $n$ forces equal to $d/2$, with $M>2n$. Each is a tie and rounds up to $1$, so $S=n$, which lies in range. The readout is $nd$ and the exact sum is $nd/2$, so the error is

$$nd-n\frac d2=n\frac d2 .$$

So for every $n$ the bound $nd/2$ is attained and can't be lowered. Lean evaluates the tie in `hq`, sums the units in `hS`, and uses the range criterion to decode the register.

```lean
/-- For `n` equal forces `d / 2` and a modulus `M > 2 n`, the decoded total exceeds the exact
force sum by exactly `n d / 2`. -/
theorem error_bound_sharp {M : ℤ} {d : ℝ} (hd : 0 < d) (n : ℕ) (hn : 2 * (n : ℤ) < M) :
    readout M d (List.replicate n (d / 2)) - (List.replicate n (d / 2)).sum
      = n * (d / 2) := by
  -- each force is a tie and is rounded up to one unit
  have hq : quantize d (d / 2) = 1 := by
    have h : d / 2 / d = 1 / 2 := by field_simp
    unfold quantize
    rw [h, round_eq]
    norm_num
  have hS : quantSum d (List.replicate n (d / 2)) = n := by
    simp [quantSum, List.map_replicate, List.sum_replicate, hq]
  rw [(readout_eq_iff (by omega) hd _).2 (by rw [hS]; constructor <;> omega), hS,
    List.sum_replicate, nsmul_eq_mul]
  push_cast
  ring

end

end FixedPointForceAccumulation
```

```lean
#print axioms FixedPointForceAccumulation.merge_blocks
-- 'FixedPointForceAccumulation.merge_blocks' depends on axioms: [propext, Classical.choice, Quot.sound]
#print axioms FixedPointForceAccumulation.readout_order_independent_and_accurate
-- 'FixedPointForceAccumulation.readout_order_independent_and_accurate' depends on axioms: [propext, Classical.choice, Quot.sound]
#print axioms FixedPointForceAccumulation.readout_accurate_of_total_force
-- 'FixedPointForceAccumulation.readout_accurate_of_total_force' depends on axioms: [propext, Classical.choice, Quot.sound]
#print axioms FixedPointForceAccumulation.error_bound_sharp
-- 'FixedPointForceAccumulation.error_bound_sharp' depends on axioms: [propext, Classical.choice, Quot.sound]
```
